# Changing only the phases of a state's coefficients keeps its norm and the expectation values of diagonal observables

A state is given by complex coefficients `ψ x` over a finite index set, and its density is the family of expectation values ∑ₓ nᵢ(x)|ψ(x)|² of observables that are diagonal in this basis, with real entries nᵢ(x). The lemma says that if ψ is normalised and has density ρ, and χ has coefficients of the same moduli, |χ(x)| = |ψ(x)| for every x, then χ is also normalised and has density ρ. No Hamiltonian enters. The attempt unfolds the definitions with `simpa only`, replaces the moduli of χ by those of ψ, and hopes that the goal then coincides with the hypothesis `hψ`.

This version doesn't compile in Lean 4 with Mathlib:

```lean
import Mathlib

open Matrix

namespace HoppingLowersConstrainedSearch

noncomputable section

variable {ι κ : Type*} [Fintype ι] [DecidableEq ι]

/-- Expectation values of the diagonal observables with real diagonal entries `n i`. -/
def density (n : κ → ι → ℝ) (ψ : ι → ℂ) : κ → ℝ := fun i => ∑ x, n i x * ‖ψ x‖ ^ 2

/-- The normalised states with density `ρ`. -/
def states (n : κ → ι → ℝ) (ρ : κ → ℝ) : Set (ι → ℂ) :=
  {ψ | ∑ x, ‖ψ x‖ ^ 2 = 1 ∧ density n ψ = ρ}

omit [DecidableEq ι] in
/-- Changing only the phases of the coefficients keeps norm and density. -/
lemma mem_states_of_norm_eq {n : κ → ι → ℝ} {ρ : κ → ℝ} {ψ χ : ι → ℂ}
    (h : ∀ x, ‖χ x‖ = ‖ψ x‖) (hψ : ψ ∈ states n ρ) : χ ∈ states n ρ := by
  simpa only [states, density, Set.mem_setOf_eq, h] using hψ

end

end HoppingLowersConstrainedSearch
```

The error:

```
Main.lean:22:31: warning: `Set.mem_setOf_eq` has been deprecated: Use `Set.mem_ofPred_eq` instead
Main.lean:22:2: error: Type mismatch: After simplification, term
  hψ
 has type
  ∑ x, ‖ψ x‖ ^ 2 = 1 ∧ density n ψ = ρ
but is expected to have type
  ∑ x, ‖ψ x‖ ^ 2 = 1 ∧ density n χ = ρ
```

Diagnosis. The error shows that the normalisation conditions already agree, but `density n χ` and `density n ψ` are still folded. The body of `density` is a function, `fun i => ...`, and the equation `simp only` uses to unfold it has the applied form `density n ψ i = ∑ x, ...`. In `density n χ = ρ` there is no argument `i`, so that equation does not match. The norms of χ stay hidden inside `density`, and `h` cannot rewrite them.

The repair proves `density n χ = density n ψ` separately. There `funext i` supplies the missing argument, after which `simp only [density, h]` unfolds both sides and makes them equal. Chaining this with `hψ.2` gives the density condition for χ.

Proving the normalisation separately as `h1` is only reorganisation, since that part already worked. The warning says that `Set.mem_setOf_eq` is deprecated; it did not cause the failure, and it disappears because the new proof doesn't use that lemma.

The mended proof, as a diff:

```diff
@@ -20,5 +20,11 @@
 lemma mem_states_of_norm_eq {n : κ → ι → ℝ} {ρ : κ → ℝ} {ψ χ : ι → ℂ}
     (h : ∀ x, ‖χ x‖ = ‖ψ x‖) (hψ : ψ ∈ states n ρ) : χ ∈ states n ρ := by
-  simpa only [states, density, Set.mem_setOf_eq, h] using hψ
+  have h1 : ∑ x, ‖χ x‖ ^ 2 = 1 := by
+    simp only [h]
+    exact hψ.1
+  have h2 : density n χ = density n ψ := by
+    funext i
+    simp only [density, h]
+  exact ⟨h1, h2.trans hψ.2⟩
 
 end
```
